# The energy error of a linearised trial state is of fourth order, and the order is sharp

In augmented-wave methods without linearisation the basis functions inside an atomic sphere are built from solutions of a radial equation at the energy $E$ of the state, so the basis depends on the eigenvalue being sought. Energy linearisation removes this dependence by expanding the radial solution about a fixed energy $E_\nu$ and keeping the function and its first energy derivative. With $e = E - E_\nu$ the neglected terms begin at order $e^2$, so the available state differs from the exact eigenstate by a term of order $e^2$. The question is how large the resulting error in the energy is. In the model treated here, a real symmetric matrix of finite size with a trial vector whose form $v + e^2 w(e)$, with $v$ a nonzero eigenvector and $w(e)$ convergent as $e \to 0$, is assumed and not derived from a radial equation, the error of the energy expectation value is $O(e^4)$, and a two-level example shows that it is in general not $O(e^5)$.

## The objects

```lean
import Mathlib

open Filter Topology Asymptotics Matrix

namespace LinearisationFourthOrder

noncomputable section

variable {n : Type*} [Fintype n]
```

The type `n` is a finite set of labels for basis states, of arbitrary size. A state is a function `n → ℝ`, that is, a list of real components $x_i$, and an operator is a real matrix `Matrix n n ℝ`. Three symbols recur: `x ⬝ᵥ y` is the dot product $x\cdot y = \sum_i x_i y_i$, `H *ᵥ x` is the matrix-vector product $Hx$, and `t • x` is the vector $x$ scaled by the number $t$. The dot product serves as the scalar product of states, which fixes the basis as orthonormal. Complex amplitudes, an overlap matrix and infinite dimension are not covered.

```lean
/-- The Rayleigh quotient `x·Hx / x·x` of a real vector `x` for the Hamiltonian matrix `H`. -/
def rayleigh (H : Matrix n n ℝ) (x : n → ℝ) : ℝ := (x ⬝ᵥ H *ᵥ x) / (x ⬝ᵥ x)
```

This is the energy expectation value in a state that need not be normalised,
$$R(x) = \frac{x\cdot Hx}{x\cdot x}.$$
Lean gives division by zero the value zero, which is why the theorems exclude the zero vector and the point $e = 0$ wherever a quotient has to carry its usual meaning.

```lean
/-- The quadratic form `x·Hx - lam x·x` of the Hamiltonian shifted by the energy `lam`. -/
def shiftedForm (H : Matrix n n ℝ) (lam : ℝ) (x : n → ℝ) : ℝ :=
  x ⬝ᵥ H *ᵥ x - lam * (x ⬝ᵥ x)
```

The name `lam` stands for the energy $\lambda$, and the definition reads
$$Q(x) = x\cdot Hx - \lambda\, x\cdot x = x\cdot (H - \lambda)x .$$
For $x \neq 0$ one has $R(x) - \lambda = Q(x)/(x\cdot x)$, so $Q$ is the numerator of the energy error.

```lean
/-- The linearised trial vector `v + e² w(e)`, where `e` stands for the signed offset from the
linearisation energy. -/
def trial (v : n → ℝ) (w : ℝ → n → ℝ) (e : ℝ) : n → ℝ := v + e ^ 2 • w e
```

The type `ℝ → n → ℝ` is read as a map that takes a real number $e$ to a vector $w(e)$. The trial vector is
$$\psi(e) = v + e^2\, w(e).$$
The physics of linearisation enters through this form together with the hypothesis, imposed in the theorems below, that $w(e)$ converges as $e \to 0$: then there is no term of order $e$, and everything from order $e^2$ upward is collected in $e^2 w(e)$. The definition alone places no restriction on $w$. Nothing requires $w(e)$ to be orthogonal to $v$, or $\psi(e)$ to be normalised.

```lean
/-- The energy error: the Rayleigh quotient of the trial vector minus the energy `lam`. -/
def energyError (H : Matrix n n ℝ) (lam : ℝ) (v : n → ℝ) (w : ℝ → n → ℝ) (e : ℝ) : ℝ :=
  rayleigh H (trial v w e) - lam
```

The quantity under study is $\Delta(e) = R(\psi(e)) - \lambda$. Here $H$, $v$ and $\lambda$ do not depend on $e$, so the limit $e \to 0$ describes a linearisation energy $E_\nu$ that is moved towards a fixed eigenvalue. It is the error of the expectation value in the given vector $\psi(e)$. It is not the error of an eigenvalue obtained by diagonalising $H$ in a linearised basis, where the coefficients are optimised as well; that problem is not formalised.

## The exact error formula

```lean
/-- For symmetric `H` with `H v = lam v`, adding `v` to a vector does not change the
shifted quadratic form. -/
theorem shiftedForm_add_eigen {H : Matrix n n ℝ} {lam : ℝ} {v : n → ℝ}
    (hH : H.IsSymm) (hv : H *ᵥ v = lam • v) (d : n → ℝ) :
    shiftedForm H lam (v + d) = shiftedForm H lam d := by
  have hT : Hᵀ = H := hH
  -- symmetry lets `H` act to the left on the eigenvector
  have h1 : v ⬝ᵥ H *ᵥ d = lam * (v ⬝ᵥ d) := by
    rw [Matrix.dotProduct_mulVec, ← Matrix.mulVec_transpose, hT, hv, smul_dotProduct,
      smul_eq_mul]
  simp only [shiftedForm, Matrix.mulVec_add, add_dotProduct, dotProduct_add, hv, h1,
    dotProduct_smul, smul_eq_mul]
  rw [dotProduct_comm d v]
  ring
```

The arguments `hH` and `hv` are hypotheses with names: `H.IsSymm` says $H^{\mathsf T} = H$, and `H *ᵥ v = lam • v` says $Hv = \lambda v$. The statement after the colon is $Q(v + d) = Q(d)$ for every vector $d$. The eigenvalue $\lambda$ is any eigenvalue of $H$, not necessarily the lowest, and it may be degenerate.

By hand, expand both parts of $Q$:
$$Q(v+d) = v\cdot Hv + v\cdot Hd + d\cdot Hv + d\cdot Hd - \lambda\,(v\cdot v + v\cdot d + d\cdot v + d\cdot d).$$
The eigenvalue equation gives $v\cdot Hv = \lambda\, v\cdot v$ and $d\cdot Hv = \lambda\, d\cdot v$. For the remaining cross term $H$ has to act to the left:
$$v\cdot Hd = (H^{\mathsf T}v)\cdot d = (Hv)\cdot d = \lambda\, v\cdot d .$$
The three terms that contain $v$ cancel against their partners in the bracket, and $d\cdot Hd - \lambda\, d\cdot d = Q(d)$ remains. In the proof, `h1` is the chain of equalities for $v\cdot Hd$ and the one place where symmetry is used. The `simp only` line performs the expansion and inserts `hv` and `h1`, and `ring` does the cancellation.

```lean
/-- For symmetric `H` with `H v = lam v` and a nonzero vector `v + t w`, the Rayleigh quotient
minus `lam` equals `t²` times the shifted form of `w` over the squared norm of `v + t w`. -/
theorem rayleigh_sub_eigenvalue {H : Matrix n n ℝ} {lam : ℝ} {v : n → ℝ}
    (hH : H.IsSymm) (hv : H *ᵥ v = lam • v) (t : ℝ) (w : n → ℝ) (hx : v + t • w ≠ 0) :
    rayleigh H (v + t • w) - lam
      = t ^ 2 * shiftedForm H lam w / ((v + t • w) ⬝ᵥ (v + t • w)) := by
  have hne : (v + t • w) ⬝ᵥ (v + t • w) ≠ 0 := fun h => hx (dotProduct_self_eq_zero.mp h)
  have h1 := shiftedForm_add_eigen hH hv (t • w)
  have h2 : shiftedForm H lam (t • w) = t ^ 2 * shiftedForm H lam w := by
    simp only [shiftedForm, Matrix.mulVec_smul, smul_dotProduct, dotProduct_smul, smul_eq_mul]
    ring
  have key : ∀ A N : ℝ, N ≠ 0 → A / N - lam = (A - lam * N) / N := by
    intro A N h
    rw [sub_div, mul_div_assoc, div_self h, mul_one]
  rw [← h2, ← h1]
  exact key _ _ hne
```

For any real $t$ and any vector $w$ with $v + tw \neq 0$ (hypothesis `hx`),
$$R(v + tw) - \lambda = \frac{t^2\, Q(w)}{(v+tw)\cdot(v+tw)} .$$
This is an identity, with no assumption that $t$ is small. Write $x = v + tw$. Since $x \neq 0$, the sum of squares $N = x\cdot x$ is nonzero, which is `hne`. With $A = x\cdot Hx$ one has $A/N - \lambda = (A - \lambda N)/N = Q(x)/N$, which is `key`. The previous theorem with $d = tw$ gives $Q(x) = Q(tw)$, recorded as `h1`, and $Q$ is homogeneous of degree two, $Q(tw) = t^2 Q(w)$, recorded as `h2`. The last two lines rewrite the numerator $t^2Q(w)$ back to $Q(x)$ and apply `key`. A deviation of order $t$ in the state therefore enters the numerator of the energy error only through $t^2$.

## The limit $e \to 0$

```lean
/-- For an eigenvector `v` of symmetric `H` and `w(e) → w₀`, the energy error divided by `e⁴`
tends to the shifted form of `w₀` over `v·v` as `e → 0`. -/
theorem energyError_div_tendsto {H : Matrix n n ℝ} {lam : ℝ} {v w₀ : n → ℝ} {w : ℝ → n → ℝ}
    (hH : H.IsSymm) (hv : H *ᵥ v = lam • v) (hv0 : v ≠ 0)
    (hw : Tendsto w (𝓝[≠] (0 : ℝ)) (𝓝 w₀)) :
    Tendsto (fun e => energyError H lam v w e / e ^ 4) (𝓝[≠] (0 : ℝ))
      (𝓝 (shiftedForm H lam w₀ / (v ⬝ᵥ v))) := by
  have hvv : v ⬝ᵥ v ≠ 0 := fun h => hv0 (dotProduct_self_eq_zero.mp h)
  have he2 : Tendsto (fun e : ℝ => e ^ 2) (𝓝 0) (𝓝 0) :=
    (show Continuous (fun e : ℝ => e ^ 2) by fun_prop).tendsto' 0 0 (by simp)
  have he : Tendsto (fun e : ℝ => e ^ 2) (𝓝[≠] 0) (𝓝 0) := he2.mono_left nhdsWithin_le_nhds
  -- the trial vector tends to the eigenvector
  have ht : Tendsto (trial v w) (𝓝[≠] (0 : ℝ)) (𝓝 v) := by
    have h : Tendsto (fun e : ℝ => v + e ^ 2 • w e) (𝓝[≠] 0) (𝓝 (v + (0 : ℝ) • w₀)) :=
      tendsto_const_nhds.add (he.smul hw)
    rw [zero_smul, add_zero] at h
    exact h
  have cN : Continuous (fun x : n → ℝ => x ⬝ᵥ x) := by
    simp only [dotProduct]
    fun_prop
  have cQ : Continuous (fun x : n → ℝ => shiftedForm H lam x) := by
    simp only [shiftedForm, Matrix.mulVec, dotProduct]
    fun_prop
  have hN : Tendsto (fun e => trial v w e ⬝ᵥ trial v w e) (𝓝[≠] (0 : ℝ)) (𝓝 (v ⬝ᵥ v)) :=
    (cN.tendsto v).comp ht
  have hQ : Tendsto (fun e => shiftedForm H lam (w e)) (𝓝[≠] (0 : ℝ))
      (𝓝 (shiftedForm H lam w₀)) := (cQ.tendsto w₀).comp hw
  have hlim : Tendsto (fun e => shiftedForm H lam (w e) / (trial v w e ⬝ᵥ trial v w e))
      (𝓝[≠] (0 : ℝ)) (𝓝 (shiftedForm H lam w₀ / (v ⬝ᵥ v))) := hQ.div hN hvv
  refine hlim.congr' ?_
  -- near zero the exact error formula applies with `t = e²`
  filter_upwards [self_mem_nhdsWithin, ht.eventually_ne hv0] with e he0 hx
  have he0' : e ≠ 0 := he0
  have h' : energyError H lam v w e
      = (e ^ 2) ^ 2 * shiftedForm H lam (w e) / (trial v w e ⬝ᵥ trial v w e) :=
    rayleigh_sub_eigenvalue hH hv (e ^ 2) (w e) hx
  have key : ∀ Q N : ℝ, Q / N = (e ^ 2) ^ 2 * Q / N / e ^ 4 := by
    intro Q N
    have h4 : (e ^ 2) ^ 2 = e ^ 4 := by ring
    rw [h4, mul_div_assoc, mul_div_cancel_left₀ _ (pow_ne_zero 4 he0')]
  show shiftedForm H lam (w e) / (trial v w e ⬝ᵥ trial v w e)
    = energyError H lam v w e / e ^ 4
  rw [h']
  exact key _ _
```

The expression `Tendsto f (𝓝[≠] (0 : ℝ)) (𝓝 a)` means $f(e) \to a$ as $e \to 0$ through nonzero values of either sign; `𝓝[≠]` denotes the neighbourhoods of a point with the point itself removed. Hypothesis `hw` is thus $w(e) \to w_0$, componentwise, with no condition on $w(0)$ and no smoothness. Hypothesis `hv0` is $v \neq 0$. The conclusion is
$$\lim_{e\to 0,\ e \neq 0} \frac{\Delta(e)}{e^4} = \frac{Q(w_0)}{v\cdot v}.$$

By hand: $e^2 \to 0$ and $w(e) \to w_0$ give $\psi(e) \to v + 0\cdot w_0 = v$. As $v \neq 0$, the vector $\psi(e)$ is nonzero for all small enough $e \neq 0$, so the exact formula applies with $t = e^2$ and $w = w(e)$:
$$\Delta(e) = \frac{e^4\, Q(w(e))}{\psi(e)\cdot\psi(e)}, \qquad \frac{\Delta(e)}{e^4} = \frac{Q(w(e))}{\psi(e)\cdot\psi(e)} .$$
Both $Q(x)$ and $x\cdot x$ are polynomials in the components of $x$ and hence continuous. The numerator tends to $Q(w_0)$, the denominator tends to $v\cdot v \neq 0$, and the quotient tends to the quotient of the limits.

The proof takes these steps in a slightly different order. The limit $\psi(e) \to v$ is `ht`. Continuity of the two polynomials is `cN` and `cQ`, and composing them with `ht` and `hw` yields the limits `hN` of the denominator and `hQ` of the numerator. Their quotient is `hlim`. It remains to show that the function in `hlim` agrees with $\Delta(e)/e^4$ near zero, which is what `hlim.congr'` asks for. The tactic `filter_upwards` restricts attention to nonzero $e$ close enough to zero and supplies two facts there, $e \neq 0$ and $\psi(e) \neq 0$. Then `h'` is the exact formula at $t = e^2$, and `key` cancels $(e^2)^2$ against $e^4$.

```lean
/-- For an eigenvector `v` of symmetric `H` and convergent `w(e)`, the energy error is
`O(e⁴)` as `e → 0`. -/
theorem energyError_isBigO {H : Matrix n n ℝ} {lam : ℝ} {v w₀ : n → ℝ} {w : ℝ → n → ℝ}
    (hH : H.IsSymm) (hv : H *ᵥ v = lam • v) (hv0 : v ≠ 0)
    (hw : Tendsto w (𝓝[≠] (0 : ℝ)) (𝓝 w₀)) :
    energyError H lam v w =O[𝓝[≠] (0 : ℝ)] fun e : ℝ => e ^ 4 := by
  refine isBigO_of_div_tendsto_nhds ?_ _ (energyError_div_tendsto hH hv hv0 hw)
  filter_upwards [self_mem_nhdsWithin] with e he h
  have he' : e ≠ 0 := he
  exact absurd h (pow_ne_zero 4 he')
```

The notation `f =O[l] g` means that there is a constant $C$ with $|f(e)| \le C\,|g(e)|$ for all $e$ near the limit described by `l`. The theorem says $\Delta(e) = O(e^4)$ as $e \to 0$, $e \neq 0$, under the same four hypotheses. It gives neither a value of $C$ nor a range of $e$. The argument is that a function with a finite limit $L$ is bounded near the limit point, so $|\Delta(e)/e^4| \le |L| + 1$ for small $e \neq 0$, and multiplying by $e^4$ gives the bound. The Mathlib lemma `isBigO_of_div_tendsto_nhds` makes this step. Its side condition, that $\Delta$ vanish wherever $e^4$ does, is empty for $e \neq 0$, and the last three lines dispose of it.

```lean
/-- For an eigenvector `v` of symmetric `H` and `w(e) → w₀`, the energy error is `o(e⁴)`
exactly when the shifted form of `w₀` vanishes. -/
theorem energyError_isLittleO_iff {H : Matrix n n ℝ} {lam : ℝ} {v w₀ : n → ℝ} {w : ℝ → n → ℝ}
    (hH : H.IsSymm) (hv : H *ᵥ v = lam • v) (hv0 : v ≠ 0)
    (hw : Tendsto w (𝓝[≠] (0 : ℝ)) (𝓝 w₀)) :
    (energyError H lam v w =o[𝓝[≠] (0 : ℝ)] fun e : ℝ => e ^ 4)
      ↔ shiftedForm H lam w₀ = 0 := by
  have hvv : v ⬝ᵥ v ≠ 0 := fun h => hv0 (dotProduct_self_eq_zero.mp h)
  have hlim := energyError_div_tendsto hH hv hv0 hw
  constructor
  · intro h
    -- uniqueness of the limit of the ratio
    have h0 : shiftedForm H lam w₀ / (v ⬝ᵥ v) = 0 :=
      tendsto_nhds_unique hlim h.tendsto_div_nhds_zero
    exact (div_eq_zero_iff.mp h0).resolve_right hvv
  · intro h
    rw [h, zero_div] at hlim
    refine (isLittleO_iff_tendsto' ?_).mpr hlim
    filter_upwards [self_mem_nhdsWithin] with e he h4
    have he' : e ≠ 0 := he
    exact absurd h4 (pow_ne_zero 4 he')
```

With a lower-case letter, `f =o[l] g` means that the bound $|f| \le c\,|g|$ holds near the limit for every $c > 0$, and `↔` is "if and only if". The error is smaller than fourth order, $\Delta(e) = o(e^4)$, exactly when $Q(w_0) = 0$.

For the forward direction, $\Delta = o(e^4)$ gives $\Delta/e^4 \to 0$. The ratio also tends to $Q(w_0)/(v\cdot v)$, and a limit is unique, so $Q(w_0)/(v\cdot v) = 0$; this is `h0`, obtained from `tendsto_nhds_unique`. Since $v \cdot v \neq 0$, the numerator is zero. For the converse, $Q(w_0) = 0$ makes the limit of the ratio zero, and `isLittleO_iff_tendsto'` turns that into $\Delta = o(e^4)$. The tactic `constructor` splits the equivalence, and the two dots introduce the two directions.

```lean
/-- For an eigenvector `v` of symmetric `H` and `w(e) → w₀` with nonzero shifted form of `w₀`,
the energy error is not `O(e^k)` for any `k > 4`. -/
theorem energyError_not_isBigO {H : Matrix n n ℝ} {lam : ℝ} {v w₀ : n → ℝ} {w : ℝ → n → ℝ}
    (hH : H.IsSymm) (hv : H *ᵥ v = lam • v) (hv0 : v ≠ 0)
    (hw : Tendsto w (𝓝[≠] (0 : ℝ)) (𝓝 w₀)) (hq : shiftedForm H lam w₀ ≠ 0)
    {k : ℕ} (hk : 4 < k) :
    ¬ (energyError H lam v w =O[𝓝[≠] (0 : ℝ)] fun e : ℝ => e ^ k) := by
  intro h
  -- a higher power is negligible against `e⁴`
  have hp0 : (fun e : ℝ => e ^ k) =o[𝓝 (0 : ℝ)] fun e : ℝ => e ^ 4 := isLittleO_pow_pow hk
  have hp : (fun e : ℝ => e ^ k) =o[𝓝[≠] (0 : ℝ)] fun e : ℝ => e ^ 4 :=
    hp0.mono nhdsWithin_le_nhds
  exact hq ((energyError_isLittleO_iff hH hv hv0 hw).mp (h.trans_isLittleO hp))
```

Two hypotheses are added: `hq` is $Q(w_0) \neq 0$, and `hk` says that the natural number $k$ exceeds 4. The symbol `¬` negates the statement, so the conclusion is that $\Delta(e)$ is not $O(e^k)$. Only integer exponents are treated. Suppose $\Delta = O(e^k)$, which is what `intro h` does. Because $e^k/e^4 = e^{k-4} \to 0$, one has $e^k = o(e^4)$, stated as `hp0` and restricted to $e \neq 0$ as `hp`. A function bounded by a constant times something $o(e^4)$ is itself $o(e^4)$, which is `h.trans_isLittleO hp`. The previous theorem then forces $Q(w_0) = 0$, against `hq`.

The following cases, worked by hand and not checked in Lean, show what the hypotheses do. Without symmetry, take $H = \begin{pmatrix}0&1\\0&0\end{pmatrix}$, $v = (1,0)$, $\lambda = 0$, $w = (0,1)$; then $Hv = 0$, but $\psi\cdot H\psi = e^2$ and $\Delta = e^2/(1+e^4)$ is of second order. Without convergence of $w$, the choice $w(e) = (0, 1/e)$ for $H = \mathrm{diag}(0,1)$ and the same $v$ gives $\psi = (1, e)$ and $\Delta = e^2/(1+e^2)$. For $v = 0$ the eigenvalue equation holds with every $\lambda$, and a constant $w \neq 0$ gives $\Delta = R(w) - \lambda$, independent of $e \neq 0$. The condition $Q(w_0) \neq 0$ fails when $w_0$ lies in the eigenspace of $\lambda$, and it can fail by cancellation between levels above and below $\lambda$, as for $H = \mathrm{diag}(0,1,-1)$, $\lambda = 0$, $w_0 = (0,1,1)$.

## A two-level model

```lean
/-- The two-level Hamiltonian `diag(0, 1)`. -/
def modelH : Matrix (Fin 2) (Fin 2) ℝ := !![0, 0; 0, 1]
```

The bracket `!![0, 0; 0, 1]` lists a matrix row by row, with rows separated by a semicolon, and `Fin 2` is the index set $\{0, 1\}$. The Hamiltonian is $H = \mathrm{diag}(0,1)$, two levels with a gap of one unit of energy.

```lean
/-- The first basis vector `(1, 0)` of the two-level model. -/
def modelLower : Fin 2 → ℝ := ![1, 0]
```

The bracket `![1, 0]` lists the components of a vector. This is the lower level, which takes the role of $v$ with $\lambda = 0$.

```lean
/-- The second basis vector `(0, 1)` of the two-level model. -/
def modelUpper : Fin 2 → ℝ := ![0, 1]
```

This is the upper level, which takes the role of the admixed state $w$.

```lean
/-- `diag(0, 1)` is symmetric, `(1, 0)` is an eigenvector with eigenvalue `0`, the shifted form
of `(0, 1)` is `1`, and the trial vector built from them is `(1, e²)`. -/
theorem model_witness :
    modelH.IsSymm ∧ modelH *ᵥ modelLower = (0 : ℝ) • modelLower ∧ modelLower ≠ 0 ∧
      shiftedForm modelH 0 modelUpper = 1 ∧
      ∀ e : ℝ, trial modelLower (fun _ => modelUpper) e = ![1, e ^ 2] := by
  refine ⟨?_, ?_, ?_, ?_, ?_⟩
  · show modelHᵀ = modelH
    ext i j
    fin_cases i <;> fin_cases j <;> simp [modelH]
  · ext i
    fin_cases i <;> simp [modelH, modelLower, Matrix.mulVec, dotProduct, Fin.sum_univ_two]
  · intro h
    have h0 := congrFun h 0
    simp [modelLower] at h0
  · simp [shiftedForm, modelH, modelUpper, Matrix.mulVec, dotProduct, Fin.sum_univ_two]
  · intro e
    ext i
    fin_cases i <;> simp [trial, modelLower, modelUpper]
```

The symbol `∧` is "and", and the theorem has five parts. The matrix is symmetric; $Hv = 0\cdot v$; $v \neq 0$; $Q(w) = 1$ at $\lambda = 0$; and for every $e$ the trial vector is $(1, e^2)$. The expression `fun _ => modelUpper` is the function $w(e) = (0,1)$ that ignores its argument. By hand, a diagonal matrix equals its transpose, $H(1,0) = (0,0)$, the first component of $v$ is 1, $Q(w) = w\cdot Hw - 0 = 1$, and $(1,0) + e^2(0,1) = (1,e^2)$. In the proof `ext` reduces an equation of vectors or matrices to its components and `fin_cases` runs through the index values.

```lean
/-- The Rayleigh quotient of `(1, e²)` for `diag(0, 1)` equals `e⁴ / (1 + e⁴)`. -/
theorem model_rayleigh (e : ℝ) : rayleigh modelH ![1, e ^ 2] = e ^ 4 / (1 + e ^ 4) := by
  have h1 : (![1, e ^ 2] : Fin 2 → ℝ) ⬝ᵥ modelH *ᵥ ![1, e ^ 2] = e ^ 4 := by
    simp [modelH, Matrix.mulVec, dotProduct, Fin.sum_univ_two]
    ring
  have h2 : (![1, e ^ 2] : Fin 2 → ℝ) ⬝ᵥ ![1, e ^ 2] = 1 + e ^ 4 := by
    simp [dotProduct, Fin.sum_univ_two]
    ring
  rw [rayleigh, h1, h2]
```

For every real $e$, zero included,
$$R\big((1,e^2)\big) = \frac{e^4}{1+e^4}.$$
One has $H(1,e^2) = (0,e^2)$, so the numerator is $1\cdot 0 + e^2\cdot e^2 = e^4$, which is `h1`, and the denominator is $1 + e^4$, which is `h2`. For $e \neq 0$ division by $e^4$ leaves $1/(1+e^4)$, and the limit 1 can be read off.

```lean
/-- For `diag(0, 1)` the Rayleigh quotient of `(1, e²)` divided by `e⁴` tends to `1` as
`e → 0`; the Rayleigh quotient itself is `O(e⁴)` and not `O(e⁵)`. -/
theorem fourth_order_sharp :
    Tendsto (fun e : ℝ => rayleigh modelH ![1, e ^ 2] / e ^ 4) (𝓝[≠] 0) (𝓝 1) ∧
      ((fun e : ℝ => rayleigh modelH ![1, e ^ 2]) =O[𝓝[≠] (0 : ℝ)] fun e : ℝ => e ^ 4) ∧
      ¬ ((fun e : ℝ => rayleigh modelH ![1, e ^ 2]) =O[𝓝[≠] (0 : ℝ)] fun e : ℝ => e ^ 5) := by
  obtain ⟨hs, hv, hv0, hq, ht⟩ := model_witness
  have hw : Tendsto (fun _ : ℝ => modelUpper) (𝓝[≠] (0 : ℝ)) (𝓝 modelUpper) :=
    tendsto_const_nhds
  have hvv : modelLower ⬝ᵥ modelLower = 1 := by
    simp [modelLower, dotProduct, Fin.sum_univ_two]
  -- the eigenvalue is zero, so the energy error is the Rayleigh quotient itself
  have hE : energyError modelH 0 modelLower (fun _ => modelUpper)
      = fun e : ℝ => rayleigh modelH ![1, e ^ 2] := by
    funext e
    rw [energyError, ht e, sub_zero]
  have hq' : shiftedForm modelH 0 modelUpper ≠ 0 := by
    rw [hq]
    exact one_ne_zero
  have h1 := energyError_div_tendsto hs hv hv0 hw
  have h2 := energyError_isBigO hs hv hv0 hw
  have h3 := energyError_not_isBigO hs hv hv0 hw hq' (show 4 < 5 by norm_num)
  rw [hE, hq, hvv, div_one] at h1
  rw [hE] at h2 h3
  exact ⟨h1, h2, h3⟩

end

end LinearisationFourthOrder
```

The theorem has no hypotheses. For $H = \mathrm{diag}(0,1)$ and the vector $(1,e^2)$ it states three things as $e \to 0$ with $e \neq 0$: the ratio $R/e^4$ tends to 1, $R$ is $O(e^4)$, and $R$ is not $O(e^5)$. Since the eigenvalue is zero, $R$ is itself the energy error, so this example rules out any bound of order $e^5$ that would hold for all $H$, $v$ and $w$ meeting the four general hypotheses. It does not say that every such system has an error of exactly fourth order; that is decided by $Q(w_0)$.

The proof does not use the closed form `model_rayleigh` but specialises the general theorems. The first line unpacks the five parts of `model_witness`. A constant function converges to its value, which gives `hw`, and `hvv` is $v\cdot v = 1$. The equation `hE` identifies the function $\Delta$ with $e \mapsto R((1,e^2))$, using the form of the trial vector and $\lambda = 0$. Then `h1`, `h2` and `h3` are `energyError_div_tendsto`, `energyError_isBigO` and `energyError_not_isBigO` with $k = 5$, applied to the model. After rewriting with `hE`, and with $Q(w_0)/(v\cdot v) = 1/1 = 1$ in `h1`, they are the three claims.

```lean
#print axioms LinearisationFourthOrder.model_rayleigh
#print axioms LinearisationFourthOrder.fourth_order_sharp
```

```
'LinearisationFourthOrder.model_rayleigh' depends on axioms: [propext, Classical.choice, Quot.sound]
'LinearisationFourthOrder.fourth_order_sharp' depends on axioms: [propext, Classical.choice, Quot.sound]
```
